# The shifts for which an ideal coarse-grid correction reduces a Fourier-mode error

In setting up a multigrid solver for (−d²/dx² − e)u = f, one has to choose how coarse the coarsest grid may be. One check is to go through the Fourier modes that smoothing leaves largely untouched at each level and ask whether the correction computed on the next coarser grid would shrink the error in that mode or enlarge it. Equations of this shifted kind arise in real-space electronic structure, for instance in inverse iteration for an orbital; the criterion below covers the potential-free case in one dimension, one mode at a time, with ideal transfer between the grids.

Let h > 0 be the fine spacing and k the wave number, with 0 < kh < π. Discretise −d²/dx² by the three-point difference, and write L for its eigenvalue on this mode at spacing h and C for its eigenvalue at spacing 2h. For a real shift e ≠ C, the correction reduces a nonzero error if and only if

e > L or e < 2C − L,

and it amplifies the error if and only if 2C − L < e < L. The amplifying shifts thus lie on both sides of C.

## Two eigenvalues and the gap between them

On the mode exp(ikx), the three-point second difference with its sign reversed gives

L = (2 − 2 cos(kh))/h² = 4 sin²(kh/2)/h².

Replacing h by 2h gives

C = 4 sin²(kh)/(4h²) = sin²(kh)/h².

Put s = sin(kh/2), which is positive because 0 < kh/2 < π/2. Since sin(kh) = 2 sin(kh/2) cos(kh/2), we have C = 4s²(1 − s²)/h², and therefore

L − C = 4s⁴/h² > 0,

2C − L = 4s²(1 − 2s²)/h² = L cos(kh).

The coarse grid underestimates the eigenvalue, and the lower threshold is the fine eigenvalue times cos(kh).

## What remains after one correction

Let v be the amplitude of the error in this mode. Its fine-grid residual is (L − e)v. The coarse grid receives this residual and solves for a correction c:

(C − e)c = (L − e)v.

The remaining error is v − c. Multiplying it by C − e gives

(C − e)(v − c) = (C − e)v − (L − e)v = −(L − C)v,

and hence

|C − e| |v − c| = (L − C)|v|.

If e = C and v ≠ 0, the left side vanishes and the right side does not, so no correction exists. Otherwise the error is multiplied by

g = 1 − (L − e)/(C − e), with |g| = (L − C)/|C − e|.

The error shrinks exactly when |e − C| > L − C, that is, when e > C + (L − C) = L or e < C − (L − C) = 2C − L. It grows exactly when |e − C| < L − C. At e = L the residual is zero and the error stays as it was; at e = 2C − L it changes sign and keeps its size.

After n corrections the error is gⁿ times the initial one, so it tends to zero under the same condition on e. For e = 0 the first alternative fails because L > 0, and the second reads 0 < L cos(kh), which means kh < π/2. This is the usual boundary between smooth and oscillatory modes. At kh = π/2 itself, L = 2/h² and C = 1/h², and the amplifying shifts fill the interval from 0 to 2/h², apart from its midpoint C, where no correction exists.

In the limit h → 0 at fixed k, both eigenvalues tend to k², and the amplifying interval, of width 2(L − C) ≈ k⁴h²/2, shrinks towards that value from below, since L < k². The shift e = k² is therefore never inside it, and any other fixed shift eventually falls outside.

## The mode and its coarse equation in Lean

The development uses real numbers throughout.

```lean
import Mathlib

open Filter Topology

namespace ShiftedCoarseGridCorrection

noncomputable section
```

A single function gives the eigenvalue at any spacing. L is `eigenvalue k h` and C is `eigenvalue k (2 * h)`, so the coarse value is not a separate assumption. The formula itself is taken as the definition; its derivation from the difference stencil is the short calculation above. The operator has no factor ½, so in atomic units e is twice the energy.

```lean
/-- Eigenvalue of the discrete negative second derivative with spacing `h` on the mode of
wave number `k`. -/
def eigenvalue (k h : ℝ) : ℝ := 4 * Real.sin (k * h / 2) ^ 2 / h ^ 2
```

The physical content of a correction is the coarse equation, stated without division. The proposition `IsCoarseCorrection k h e v c` says that c solves it for an error of amplitude v.

```lean
/-- The amplitude `c` solves the shifted equation on the grid of spacing `2h`, whose right-hand
side is the fine-grid residual of an error of amplitude `v`. Transfer between the grids is
ideal on this mode. -/
def IsCoarseCorrection (k h e v c : ℝ) : Prop :=
  (eigenvalue k (2 * h) - e) * c = (eigenvalue k h - e) * v
```

This definition idealises the method. The residual arrives on the coarse grid unchanged, the correction returns unchanged, the coarse equation is solved exactly, and neither aliasing nor smoothing enters.

A different model would use full weighting for the restriction and linear interpolation for the return to the fine grid. These couple the mode k to its alias k − π/h, so that a correction becomes a 2 × 2 matrix acting on the pair. Some combination of the two modes then has a residual that leads to no correction, and repeated corrections without smoothing would leave it in place. The convergence criterion for a single mode would not carry over.

The factor g is defined separately.

```lean
/-- The correction factor of a mode at shift `e`. -/
def correctionFactor (k h e : ℝ) : ℝ :=
  1 - (eigenvalue k h - e) / (eigenvalue k (2 * h) - e)
```

## Half-angle identities

The first lemma simplifies C to sin²(kh)/h².

```lean
/-- The coarse eigenvalue is `sin²(kh)/h²`. -/
theorem eigenvalue_coarse (k h : ℝ) :
    eigenvalue k (2 * h) = Real.sin (k * h) ^ 2 / h ^ 2 := by
  unfold eigenvalue
  rw [show k * (2 * h) / 2 = k * h by ring]
  ring
```

Next comes C < L. The hypotheses `hh`, `h0` and `h1` say h > 0, kh > 0 and kh < π, and they recur in the main theorems. The step `gap` is the identity L − C = 4s⁴/h², obtained from the double-angle formula and sin² + cos² = 1; positivity of s then gives the strict inequality.

```lean
/-- For `0 < kh < π` the coarse grid underestimates the fine eigenvalue. -/
theorem coarse_lt_fine {k h : ℝ} (hh : 0 < h) (h0 : 0 < k * h) (h1 : k * h < Real.pi) :
    eigenvalue k (2 * h) < eigenvalue k h := by
  have hs : 0 < Real.sin (k * h / 2) :=
    Real.sin_pos_of_pos_of_lt_pi (by linarith) (by linarith)
  have h2 : Real.sin (k * h) = 2 * Real.sin (k * h / 2) * Real.cos (k * h / 2) := by
    rw [← Real.sin_two_mul]
    congr 1
    ring
  have hc := Real.sin_sq_add_cos_sq (k * h / 2)
  -- the gap between the two eigenvalues is 4 sin⁴(kh/2)/h²
  have gap : eigenvalue k h - eigenvalue k (2 * h)
      = 4 * Real.sin (k * h / 2) ^ 4 / h ^ 2 := by
    rw [eigenvalue_coarse k h, h2]
    unfold eigenvalue
    linear_combination (-4 * Real.sin (k * h / 2) ^ 2 / h ^ 2) * hc
  have hpos : 0 < 4 * Real.sin (k * h / 2) ^ 4 / h ^ 2 :=
    div_pos (mul_pos (by norm_num) (pow_pos hs 4)) (pow_pos hh 2)
  linarith
```

The lower threshold follows by writing both sin²(kh) and cos(kh) in terms of s.

```lean
/-- The lower threshold `2C - L` equals the fine eigenvalue times `cos(kh)`. -/
theorem lower_threshold (k h : ℝ) :
    2 * eigenvalue k (2 * h) - eigenvalue k h = eigenvalue k h * Real.cos (k * h) := by
  have h2 : Real.cos (k * h) = 1 - 2 * Real.sin (k * h / 2) ^ 2 := by
    have a := Real.cos_two_mul (k * h / 2)
    rw [show 2 * (k * h / 2) = k * h by ring] at a
    linarith [Real.sin_sq_add_cos_sq (k * h / 2)]
  have h3 : Real.sin (k * h) ^ 2 = 1 - Real.cos (k * h) ^ 2 := by
    linarith [Real.sin_sq_add_cos_sq (k * h)]
  rw [eigenvalue_coarse k h, h3, h2]
  unfold eigenvalue
  ring
```

## Solvability and the correction factor

For a nonzero error, a correction exists exactly when e ≠ C. In one direction, setting e = C turns the coarse equation into 0 = (L − C)v, which contradicts L > C and v ≠ 0. In the other, the quotient (L − e)v/(C − e) is supplied as the solution.

```lean
/-- A nonzero error has a coarse-grid correction exactly when the shift differs from the
coarse eigenvalue. -/
theorem solvable_iff {k h e v : ℝ} (hh : 0 < h) (h0 : 0 < k * h) (h1 : k * h < Real.pi)
    (hv : v ≠ 0) : (∃ c, IsCoarseCorrection k h e v c) ↔ e ≠ eigenvalue k (2 * h) := by
  constructor
  · rintro ⟨c, hc⟩ he
    unfold IsCoarseCorrection at hc
    rw [he] at hc
    have hgap := sub_pos.mpr (coarse_lt_fine hh h0 h1)
    exact mul_ne_zero hgap.ne' hv (by linear_combination -hc)
  · intro he
    have hne : eigenvalue k (2 * h) - e ≠ 0 := sub_ne_zero.mpr he.symm
    refine ⟨(eigenvalue k h - e) * v / (eigenvalue k (2 * h) - e), ?_⟩
    unfold IsCoarseCorrection
    field_simp
```

When e ≠ C, solving the coarse equation is equivalent to v − c = gv. The proof calls the quotient `q`, keeps only the relation (C − e)q = L − e, and cancels the nonzero factor C − e where needed. Through this equivalence, the criteria below for |v − c| are criteria for |g|.

```lean
/-- Away from the coarse eigenvalue, solving the coarse equation means that the remaining error
is the correction factor times the old error. -/
theorem correction_iff_factor {k h e v c : ℝ} (he : e ≠ eigenvalue k (2 * h)) :
    IsCoarseCorrection k h e v c ↔ v - c = correctionFactor k h e * v := by
  have hne : eigenvalue k (2 * h) - e ≠ 0 := sub_ne_zero.mpr he.symm
  have hq : (eigenvalue k (2 * h) - e) *
      ((eigenvalue k h - e) / (eigenvalue k (2 * h) - e)) = eigenvalue k h - e := by
    field_simp
  unfold IsCoarseCorrection correctionFactor
  generalize (eigenvalue k h - e) / (eigenvalue k (2 * h) - e) = q at hq ⊢
  constructor
  · intro hc
    apply mul_left_cancel₀ hne
    linear_combination v * hq - hc
  · intro hc
    linear_combination v * hq - (eigenvalue k (2 * h) - e) * hc
```

## Which shifts reduce the error and which amplify it

The balance |C − e| |v − c| = (L − C)|v| is the relation found by hand. The proof combines each product under one absolute value, using that L − C is positive, and what is left is the coarse equation up to a sign.

```lean
/-- The old and the remaining error are in the ratio of the distance `|C - e|` to the
eigenvalue gap `L - C`. -/
theorem error_balance {k h e v c : ℝ} (hh : 0 < h) (h0 : 0 < k * h) (h1 : k * h < Real.pi)
    (hc : IsCoarseCorrection k h e v c) :
    |eigenvalue k (2 * h) - e| * |v - c|
      = (eigenvalue k h - eigenvalue k (2 * h)) * |v| := by
  have hgap := sub_pos.mpr (coarse_lt_fine hh h0 h1)
  unfold IsCoarseCorrection at hc
  rw [← abs_mul, ← abs_of_pos hgap, ← abs_mul, ← abs_neg]
  congr 1
  linear_combination hc
```

The reduction criterion assumes a nonzero error `v` and a correction `c` that solves the coarse equation. These two assumptions already exclude e = C. The intermediate statement `key` says that the error shrinks exactly when L − C < |C − e|. Each direction is proved by contradiction: if the comparison failed, multiplying the two inequalities by suitable nonnegative factors would violate the balance. The lemma `lt_abs` then splits the condition on the absolute value into the two ranges of e.

```lean
/-- A coarse-grid correction reduces a nonzero error if and only if the shift lies above the
fine eigenvalue `L` or below `2C - L`, with `C` the coarse eigenvalue. -/
theorem reduces_iff {k h e v c : ℝ} (hh : 0 < h) (h0 : 0 < k * h) (h1 : k * h < Real.pi)
    (hv : v ≠ 0) (hc : IsCoarseCorrection k h e v c) :
    |v - c| < |v| ↔
      eigenvalue k h < e ∨ e < 2 * eigenvalue k (2 * h) - eigenvalue k h := by
  have hb := error_balance hh h0 h1 hc
  have hgap := sub_pos.mpr (coarse_lt_fine hh h0 h1)
  have hV := abs_pos.mpr hv
  -- the error shrinks exactly when the shift is farther from C than L is
  have key : |v - c| < |v| ↔
      eigenvalue k h - eigenvalue k (2 * h) < |eigenvalue k (2 * h) - e| := by
    constructor
    · intro hlt
      by_contra hn
      have a := mul_le_mul_of_nonneg_right (not_lt.mp hn) (abs_nonneg (v - c))
      have b := mul_lt_mul_of_pos_left hlt hgap
      linarith
    · intro hlt
      by_contra hn
      have a := mul_le_mul_of_nonneg_left (not_lt.mp hn) (abs_nonneg (eigenvalue k (2 * h) - e))
      have b := mul_lt_mul_of_pos_right hlt hV
      linarith
  rw [key, lt_abs]
  constructor
  · rintro (a | a)
    · right; linarith
    · left; linarith
  · rintro (a | a)
    · right; linarith
    · left; linarith
```

Amplification is treated in the same way with the inequalities reversed. Here `abs_lt` turns |C − e| < L − C into the two bounds on e. The point e = C lies inside the stated interval, but no correction exists there for the theorem to describe.

```lean
/-- A coarse-grid correction amplifies a nonzero error if and only if the shift lies strictly
between `2C - L` and `L`. -/
theorem amplifies_iff {k h e v c : ℝ} (hh : 0 < h) (h0 : 0 < k * h) (h1 : k * h < Real.pi)
    (hv : v ≠ 0) (hc : IsCoarseCorrection k h e v c) :
    |v| < |v - c| ↔
      2 * eigenvalue k (2 * h) - eigenvalue k h < e ∧ e < eigenvalue k h := by
  have hb := error_balance hh h0 h1 hc
  have hgap := sub_pos.mpr (coarse_lt_fine hh h0 h1)
  have hV := abs_pos.mpr hv
  constructor
  · intro hlt
    have hd : |eigenvalue k (2 * h) - e| < eigenvalue k h - eigenvalue k (2 * h) := by
      by_contra hn
      have a := mul_le_mul_of_nonneg_right (not_lt.mp hn) (abs_nonneg (v - c))
      have b := mul_lt_mul_of_pos_left hlt hgap
      linarith
    obtain ⟨a, b⟩ := abs_lt.mp hd
    constructor <;> linarith
  · rintro ⟨a, b⟩
    have hd : |eigenvalue k (2 * h) - e| < eigenvalue k h - eigenvalue k (2 * h) :=
      abs_lt.mpr ⟨by linarith, by linarith⟩
    by_contra hn
    have p := mul_le_mul_of_nonneg_left (not_lt.mp hn) (abs_nonneg (eigenvalue k (2 * h) - e))
    have q := mul_lt_mul_of_pos_right hd hV
    linarith
```

## Repeated corrections

The sequence `err` holds the error amplitudes, and `hstep` says that the amount subtracted at each step, `err n - err (n + 1)`, is a correction for `err n` in the sense above, always with the same shift. The conclusion `Tendsto err atTop (𝓝 0)` means that the error tends to zero.

The proof first shows by induction that the sequence is geometric with ratio g. It then replaces the condition on e by the reduction of the error in the first step, which amounts to |g| < 1. If |g| ≥ 1, every error is at least as large as the initial one, so the limit cannot be zero. If |g| < 1, the powers of g tend to zero and the errors follow.

```lean
/-- Repeated coarse-grid corrections drive a nonzero initial error to zero if and only if the
shift lies above `L` or below `2C - L`. -/
theorem iteration_converges_iff {k h e : ℝ} (hh : 0 < h) (h0 : 0 < k * h)
    (h1 : k * h < Real.pi) (err : ℕ → ℝ) (hv : err 0 ≠ 0)
    (hstep : ∀ n, IsCoarseCorrection k h e (err n) (err n - err (n + 1))) :
    Tendsto err atTop (𝓝 0) ↔
      eigenvalue k h < e ∨ e < 2 * eigenvalue k (2 * h) - eigenvalue k h := by
  have he := (solvable_iff hh h0 h1 hv).mp ⟨_, hstep 0⟩
  have hrec : ∀ n, err (n + 1) = correctionFactor k h e * err n := by
    intro n
    have a := (correction_iff_factor he).mp (hstep n)
    linarith
  -- the error is a geometric sequence
  have hgeo : ∀ n, err n = correctionFactor k h e ^ n * err 0 := by
    intro n
    induction n with
    | zero => simp
    | succ n ih => rw [hrec n, ih]; ring
  have hV := abs_pos.mpr hv
  rw [← reduces_iff hh h0 h1 hv (hstep 0), sub_sub_cancel, hrec 0, abs_mul]
  constructor
  · intro hlim
    by_contra hn
    have hq : 1 ≤ |correctionFactor k h e| := by
      by_contra hq
      exact hn (by nlinarith [not_le.mp hq])
    have hbound : ∀ n, |err 0| ≤ |err n| := by
      intro n
      rw [hgeo n, abs_mul, abs_pow]
      exact le_mul_of_one_le_left hV.le (one_le_pow₀ hq)
    have a := ge_of_tendsto' hlim.abs hbound
    rw [abs_zero] at a
    linarith
  · intro hlt
    have hq : |correctionFactor k h e| < 1 := by
      by_contra hq
      nlinarith [not_lt.mp hq]
    have a := (tendsto_pow_atTop_nhds_zero_of_abs_lt_one hq).mul_const (err 0)
    rw [zero_mul] at a
    exact a.congr (fun n => (hgeo n).symm)
```

## The unshifted equation

For e = 0, the reduction criterion is rewritten with 2C − L = L cos(kh). Since L > 0, only the lower range can contain the shift, and the sign of the cosine decides: it is positive for kh < π/2 and nonpositive from π/2 up to π.

```lean
/-- Without a shift, a coarse-grid correction reduces a nonzero error if and only if
`kh < π/2`. -/
theorem unshifted_reduces_iff {k h v c : ℝ} (hh : 0 < h) (h0 : 0 < k * h)
    (h1 : k * h < Real.pi) (hv : v ≠ 0) (hc : IsCoarseCorrection k h 0 v c) :
    |v - c| < |v| ↔ k * h < Real.pi / 2 := by
  have hL : 0 < eigenvalue k h := by
    have hs : 0 < Real.sin (k * h / 2) :=
      Real.sin_pos_of_pos_of_lt_pi (by linarith) (by linarith)
    exact div_pos (mul_pos (by norm_num) (pow_pos hs 2)) (pow_pos hh 2)
  rw [reduces_iff hh h0 h1 hv hc, lower_threshold]
  constructor
  · rintro (a | a)
    · linarith
    · by_contra hn
      have b := Real.cos_nonpos_of_pi_div_two_le_of_le (not_lt.mp hn) (by linarith)
      nlinarith
  · intro a
    exact Or.inr (mul_pos hL (Real.cos_pos_of_mem_Ioo ⟨by linarith, a⟩))

end

end ShiftedCoarseGridCorrection
```

```lean
#print axioms ShiftedCoarseGridCorrection.amplifies_iff
#print axioms ShiftedCoarseGridCorrection.iteration_converges_iff
#print axioms ShiftedCoarseGridCorrection.unshifted_reduces_iff
```

```
'ShiftedCoarseGridCorrection.amplifies_iff' depends on axioms: [propext, Classical.choice, Quot.sound]
'ShiftedCoarseGridCorrection.iteration_converges_iff' depends on axioms: [propext, Classical.choice, Quot.sound]
'ShiftedCoarseGridCorrection.unshifted_reduces_iff' depends on axioms: [propext, Classical.choice, Quot.sound]
```
